# For commuting edge operators that square to one, the product of vertex parities over a finite region is the product of the edge operators crossing its boundary

On a simple graph with finitely many edges, each edge e carries an operator Z_e; these operators commute and each squares to one. The parity of a vertex is the product of Z_e over the edges that meet it. The declaration `region_parity` states that the product of these parities over a finite set S of vertices equals the product of Z_e over the edges with exactly one end in S, with the operators taken as elements of any monoid. The attempt moves the identity into the commutative submonoid generated by the Z_e and exchanges the two products. An edge with both ends in S then contributes Z_e² = 1, and an edge with one end in S contributes Z_e.

In Lean, a first try:

```lean
import Mathlib

open Matrix
open scoped Kronecker

namespace MajoranaEdgeEncoding

noncomputable section

universe u v

section Parity

variable {V : Type v} [DecidableEq V] {G : SimpleGraph V} [Fintype G.edgeSet]
  {M : Type u} [Monoid M]

/-- The vertex parity: the product of the commuting operators `Z_e` over the edges at `w`. -/
def vertexParity (Z : G.edgeSet → M) (hc : ∀ e f, Commute (Z e) (Z f)) (w : V) : M :=
  (Finset.univ.filter fun e : G.edgeSet => w ∈ (e : Sym2 V)).noncommProd Z
    (fun _ _ _ _ _ => hc _ _)

open Classical in
/-- The edges with one end inside the region `S` and one end outside. -/
def boundary (G : SimpleGraph V) [Fintype G.edgeSet] (S : Finset V) : Finset G.edgeSet :=
  Finset.univ.filter fun e => (∃ w ∈ (e : Sym2 V), w ∈ S) ∧ ∃ w ∈ (e : Sym2 V), w ∉ S

/-- Vertex parities commute with each other. -/
theorem vertexParity_commute (Z : G.edgeSet → M) (hc : ∀ e f, Commute (Z e) (Z f))
    (a b : V) : Commute (vertexParity Z hc a) (vertexParity Z hc b) :=
  Finset.noncommProd_commute _ _ _ _ fun f _ =>
    (Finset.noncommProd_commute _ _ _ _ fun e _ => hc f e).symm

/-- If the commuting operators `Z_e` all square to one, the product of the vertex parities in a
region is the product of `Z_e` over the edges that cross its boundary. -/
theorem region_parity (Z : G.edgeSet → M) (hc : ∀ e f, Commute (Z e) (Z f))
    (hZ : ∀ e, Z e * Z e = 1) (S : Finset V) :
    S.noncommProd (vertexParity Z hc) (fun _ _ _ _ _ => vertexParity_commute Z hc _ _)
      = (boundary G S).noncommProd Z (fun _ _ _ _ _ => hc _ _) := by
  -- the edge operators generate a commutative monoid C inside M
  obtain ⟨C, _, φ, hφ, z, hz⟩ : ∃ (C : Type u) (_ : CommMonoid C) (φ : C →* M),
      Function.Injective φ ∧ ∃ z : G.edgeSet → C, ∀ e, φ (z e) = Z e :=
    ⟨↥(Submonoid.closure (Set.range Z)),
      Submonoid.closureCommMonoidOfComm (by
        rintro _ ⟨e, rfl⟩ _ ⟨f, rfl⟩
        exact hc e f),
      { toFun := Subtype.val, map_one' := rfl, map_mul' := fun _ _ => rfl },
      Subtype.val_injective,
      fun e => ⟨Z e, Submonoid.subset_closure ⟨e, rfl⟩⟩, fun _ => rfl⟩
  have key : ∀ {α : Type v} (s : Finset α) (f : α → M) (y : α → C)
      (h : (s : Set α).Pairwise (Function.onFun Commute f)),
      (∀ a, φ (y a) = f a) → s.noncommProd f h = φ (∏ a ∈ s, y a) := by
    intro α s f y h hy
    obtain rfl : (fun a => φ (y a)) = f := funext hy
    rw [← Finset.noncommProd_eq_prod, Finset.map_noncommProd]
  have hB : ∀ w, φ (∏ e ∈ Finset.univ.filter (fun e : G.edgeSet => w ∈ (e : Sym2 V)), z e)
      = vertexParity Z hc w := fun w => (key _ _ _ _ hz).symm
  rw [key S _ _ _ hB, key (boundary G S) Z z _ hz]
  congr 1
  -- exchange the products and count the ends of each edge inside S
  simp only [boundary, Finset.prod_filter]
  rw [Finset.prod_comm]
  refine Finset.prod_congr rfl fun e _ => ?_
  have hzz : z e * z e = 1 := hφ (by rw [map_mul, hz, map_one, hZ])
  obtain ⟨e, he⟩ := e
  induction e using Sym2.ind with
  | _ a b =>
    have hadj : G.Adj a b := he
    have hab : a ≠ b := hadj.ne
    have split : ∀ (c : C) (w : V), (if w ∈ s(a, b) then c else 1)
        = (if w = a then c else 1) * (if w = b then c else 1) := by
      intro c w
      by_cases h : w = a
      · subst h; simp [hab]
      · simp [h]
    refine (Finset.prod_congr rfl fun w _ => split _ w).trans ?_
    rw [Finset.prod_mul_distrib, Finset.prod_ite_eq', Finset.prod_ite_eq']
    by_cases ha : a ∈ S <;> by_cases hb : b ∈ S <;> simp [ha, hb, hzz]

end Parity

end

end MajoranaEdgeEncoding
```

Messages:

```
Main.lean:43:6: warning: `Submonoid.closureCommMonoidOfComm` has been deprecated: Use `Submonoid.isMulCommutative_closure` instead

Note: The updated constant has a different type:
  ∀ (M : Type u_1) [inst : Monoid M] {s : Set M},
    (∀ a ∈ s, ∀ b ∈ s, a * b = b * a) → IsMulCommutative ↥(Submonoid.closure s)
instead of
  (M : Type u_1) →
    [inst : Monoid M] → {s : Set M} → (∀ a ∈ s, ∀ b ∈ s, a * b = b * a) → CommMonoid ↥(Submonoid.closure s)
Main.lean:43:6: error: Application type mismatch: The argument
  Submonoid.closureCommMonoidOfComm ?m.76
has type
  (∀ a ∈ ?m.78, ∀ b ∈ ?m.78, a * b = b * a) → CommMonoid ↥(Submonoid.closure ?m.78)
but is expected to have type
  CommMonoid ↥(Submonoid.closure (Set.range Z))
in the application
  Exists.intro (Submonoid.closureCommMonoidOfComm ?m.76)
Main.lean:44:15: error: Tactic `introN` failed: There are no additional binders or `let` bindings in the goal to introduce

V : Type v
inst✝² : DecidableEq V
G : SimpleGraph V
inst✝¹ : Fintype ↑G.edgeSet
M : Type u
inst✝ : Monoid M
Z : ↑G.edgeSet → M
hc : ∀ (e f : ↑G.edgeSet), Commute (Z e) (Z f)
hZ : ∀ (e : ↑G.edgeSet), Z e * Z e = 1
S : Finset V
⊢ Type ?u.85
```

What went wrong. `Submonoid.closureCommMonoidOfComm` takes the monoid `M` as its first explicit argument, but the attempt gives it only the proof of commutation. Lean therefore reads the `by` block as that monoid. Its goal becomes `Type ?u.85`, where `rintro` has nothing to introduce, hence the `introN` error. The application still awaits a commutation proof, so it is a function and not the required `CommMonoid`, hence the type mismatch.

The deprecation is only a warning. Its replacement, `Submonoid.isMulCommutative_closure`, proves `IsMulCommutative` and does not itself supply a `CommMonoid`. The repair passes `M` explicitly, puts the proof in the right place, and builds the `CommMonoid` from the existing `Monoid` instance and the resulting `mul_comm`.

The diff also replaces the rewrites in `key` and in its later use with explicit terms, and `congr 1` with `congrArg φ`. No message concerns those steps, so the messages do not show whether these changes were needed. The reworded comment is mere tidying.

After these edits no error is left:

```diff
@@ -37,11 +37,12 @@
     S.noncommProd (vertexParity Z hc) (fun _ _ _ _ _ => vertexParity_commute Z hc _ _)
       = (boundary G S).noncommProd Z (fun _ _ _ _ _ => hc _ _) := by
-  -- the edge operators generate a commutative monoid C inside M
+  -- the commuting operators Z_e generate a commutative monoid C inside M
   obtain ⟨C, _, φ, hφ, z, hz⟩ : ∃ (C : Type u) (_ : CommMonoid C) (φ : C →* M),
       Function.Injective φ ∧ ∃ z : G.edgeSet → C, ∀ e, φ (z e) = Z e :=
     ⟨↥(Submonoid.closure (Set.range Z)),
-      Submonoid.closureCommMonoidOfComm (by
-        rintro _ ⟨e, rfl⟩ _ ⟨f, rfl⟩
-        exact hc e f),
+      { (inferInstance : Monoid ↥(Submonoid.closure (Set.range Z))) with
+        mul_comm := (Submonoid.isMulCommutative_closure M (s := Set.range Z) (by
+          rintro _ ⟨e, rfl⟩ _ ⟨f, rfl⟩
+          exact hc e f)).is_comm.comm },
       { toFun := Subtype.val, map_one' := rfl, map_mul' := fun _ _ => rfl },
       Subtype.val_injective,
@@ -52,9 +53,13 @@
     intro α s f y h hy
     obtain rfl : (fun a => φ (y a)) = f := funext hy
-    rw [← Finset.noncommProd_eq_prod, Finset.map_noncommProd]
+    have e1 := Finset.map_noncommProd s y (fun _ _ _ _ _ => Commute.all _ _) φ
+    have e2 := Finset.noncommProd_eq_prod s y
+    exact e1.symm.trans (congrArg φ e2)
   have hB : ∀ w, φ (∏ e ∈ Finset.univ.filter (fun e : G.edgeSet => w ∈ (e : Sym2 V)), z e)
       = vertexParity Z hc w := fun w => (key _ _ _ _ hz).symm
-  rw [key S _ _ _ hB, key (boundary G S) Z z _ hz]
-  congr 1
+  refine (key S (vertexParity Z hc) _
+    (fun _ _ _ _ _ => vertexParity_commute Z hc _ _) hB).trans
+    (Eq.trans ?_ (key (boundary G S) Z z (fun _ _ _ _ _ => hc _ _) hz).symm)
+  refine congrArg φ ?_
   -- exchange the products and count the ends of each edge inside S
   simp only [boundary, Finset.prod_filter]
```
